# An ellipsoidal band with positive definite mass tensor M has density-of-states mass (det M)^(1/d)

Wave vectors $k$ are real $d$-tuples, written `Fin d → ℝ` in Lean, and $k$-space volume is Lebesgue measure, `volume`. Units have $\hbar=1$. The mass tensor $M$ is a real $d\times d$ matrix.

```lean
import Mathlib

open MeasureTheory Matrix

namespace EllipsoidalBandDensityOfStates

noncomputable section

variable {d : ℕ}
```

Near a band minimum, with $k$ and the energy measured from it, the parabolic approximation gives

$$\varepsilon_M(k)=\tfrac12\,k\cdot M^{-1}k ,$$

where $M^{-1}$ is the matrix of second derivatives of the energy at the minimum.

```lean
/-- Energy of an ellipsoidal band with invertible mass tensor `M` at wave vector `k`,
measured from the band edge, in units with `ħ = 1`. -/
def bandEnergy (M : Matrix (Fin d) (Fin d) ℝ) (k : Fin d → ℝ) : ℝ :=
  k ⬝ᵥ (M⁻¹ *ᵥ k) / 2
```

The states up to energy $E$ occupy the region $\Omega_M(E)=\{k:\varepsilon_M(k)\le E\}$. All of $\mathbb R^d$ is allowed, so the parabola is never cut off by a Brillouin-zone boundary.

```lean
/-- The wave vectors whose band energy is at most `E`, for an invertible mass tensor `M`. -/
def filledRegion (M : Matrix (Fin d) (Fin d) ℝ) (E : ℝ) : Set (Fin d → ℝ) :=
  {k | bandEnergy M k ≤ E}
```

Let $V_d$ be the volume of the Euclidean unit ball.

```lean
/-- Volume of the unit ball in `d`-dimensional Euclidean space. -/
def unitBallVolume (d : ℕ) : ℝ :=
  volume.real (Metric.closedBall (0 : EuclideanSpace ℝ (Fin d)) 1)
```

In a large periodic box of side $L$, each allowed wave vector takes up a cell of volume $(2\pi/L)^d$. The number of states per unit volume and per spin is therefore taken to be

$$N_M(E)=\frac{\operatorname{vol}\Omega_M(E)}{(2\pi)^d}.$$

The limit of large $L$ is built into this definition and is not derived.

```lean
/-- Number of states with energy at most `E`, per unit volume and per spin: the volume of the filled
region divided by `(2π)^d`, for a positive definite mass tensor `M`. -/
def stateCount (M : Matrix (Fin d) (Fin d) ℝ) (E : ℝ) : ℝ :=
  volume.real (filledRegion M E) / (2 * Real.pi) ^ d
```

The candidate for the equivalent isotropic mass is $m_{\rm dos}=(\det M)^{1/d}$, for $d\ge1$.

```lean
/-- The density-of-states mass `(det M)^(1/d)` of a positive definite mass tensor in
dimension `d ≥ 1`. -/
def dosMass (M : Matrix (Fin d) (Fin d) ℝ) : ℝ :=
  M.det ^ (1 / (d : ℝ))
```

The theorems about $M$ assume `M.PosDef`: $M$ is symmetric and $k\cdot Mk>0$ for every $k\neq0$. Physically, the band curves upwards in every direction, which excludes saddle points.

## The ellipsoid as a stretched ball

The unit ball is bounded and has interior points, so $0<V_d<\infty$. This permits division by $V_d$ later.

```lean
/-- The unit ball has positive volume. -/
theorem unitBallVolume_pos (d : ℕ) : 0 < unitBallVolume d :=
  ENNReal.toReal_pos (Metric.measure_closedBall_pos volume _ one_pos).ne'
    measure_closedBall_lt_top.ne
```

A positive definite matrix $A$ has an orthonormal eigenbasis, the columns of $U$, with eigenvalues $\lambda_i>0$. Put $D=\operatorname{diag}(\sqrt{\lambda_i})$ and $W=DU^{\mathsf T}$. Then

$$W^{\mathsf T}W=U D^2U^{\mathsf T}=A .$$

```lean
/-- A positive definite real matrix `A` factors as `Wᵀ W` for some real square matrix `W`. -/
theorem exists_isotropic_coordinates {A : Matrix (Fin d) (Fin d) ℝ} (hA : A.PosDef) :
    ∃ W : Matrix (Fin d) (Fin d) ℝ, Wᵀ * W = A := by
  have h := hA.isHermitian.spectral_theorem
  rw [Unitary.conjStarAlgAut_apply] at h
  let U : Matrix (Fin d) (Fin d) ℝ := hA.isHermitian.eigenvectorUnitary
  let D : Matrix (Fin d) (Fin d) ℝ :=
    diagonal fun i => √(hA.isHermitian.eigenvalues i)
  have hU : star U = Uᵀ := by
    rw [Matrix.star_eq_conjTranspose, Matrix.conjTranspose_eq_transpose_of_trivial]
  have hD : D * D = diagonal (RCLike.ofReal ∘ hA.isHermitian.eigenvalues) := by
    simp only [D]
    rw [diagonal_mul_diagonal]
    congr 1
    funext i
    simp [Real.mul_self_sqrt (hA.eigenvalues_pos i).le]
  -- rotate to the principal axes, then rescale each axis
  refine ⟨D * Uᵀ, ?_⟩
  calc (D * Uᵀ)ᵀ * (D * Uᵀ) = U * (D * D) * Uᵀ := by
        rw [transpose_mul, transpose_transpose, show Dᵀ = D from diagonal_transpose _]
        simp only [Matrix.mul_assoc]
    _ = A := by
        rw [hD, ← hU]
        exact h.symm
```

The eigenbasis comes from `spectral_theorem`, `hD` squares the diagonal matrix, and the `calc` block is the displayed line.

For $R\ge0$, the set $q\cdot q\le R$ is a ball of radius $\sqrt R$, so its volume is $(\sqrt R)^dV_d=R^{d/2}V_d$.

```lean
/-- For `R ≥ 0`, the ball `q · q ≤ R` has volume `R^(d/2)` times that of the unit ball. -/
theorem volume_isotropic {R : ℝ} (hR : 0 ≤ R) :
    volume {q : Fin d → ℝ | q ⬝ᵥ q ≤ R} =
      ENNReal.ofReal (R ^ ((d : ℝ) / 2) * unitBallVolume d) := by
  have hmeas : MeasurableSet {q : Fin d → ℝ | q ⬝ᵥ q ≤ R} :=
    (isClosed_le (by unfold dotProduct; fun_prop) continuous_const).measurableSet
  have hpre : (WithLp.ofLp : EuclideanSpace ℝ (Fin d) → Fin d → ℝ) ⁻¹'
      {q | q ⬝ᵥ q ≤ R} = Metric.closedBall 0 √R := by
    ext x
    rw [mem_closedBall_zero_iff, EuclideanSpace.norm_eq, Real.sqrt_le_sqrt_iff hR]
    simp [dotProduct, pow_two]
  have hpow : √R ^ d = R ^ ((d : ℝ) / 2) := by
    rw [Real.sqrt_eq_rpow, ← Real.rpow_natCast, ← Real.rpow_mul hR]
    congr 1
    ring
  rw [← (PiLp.volume_preserving_ofLp (Fin d)).measure_preimage hmeas.nullMeasurableSet,
    hpre, Measure.addHaar_closedBall' _ _ (Real.sqrt_nonneg R), finrank_euclideanSpace_fin,
    hpow, ENNReal.ofReal_mul (Real.rpow_nonneg hR _), unitBallVolume,
    ofReal_measureReal measure_closedBall_lt_top.ne]
```

Mathlib keeps the Euclidean norm on a separate type, `EuclideanSpace`. The step `hpre` identifies the set with a ball there, and `volume_preserving_ofLp` says that passing between the two types leaves volumes unchanged. The scaling law is `addHaar_closedBall'`.

Now apply the factorisation to $A=M^{-1}$ and set $q=Wk$. Then

$$q\cdot q=k\cdot W^{\mathsf T}Wk=k\cdot M^{-1}k=2\varepsilon_M(k),$$

so $k$ lies in $\Omega_M(E)$ exactly when $q\cdot q\le2E$. Since $(\det W)^2=\det M^{-1}=1/\det M$, the Jacobian is $|\det W|^{-1}=\sqrt{\det M}$. Hence, for $E\ge0$,

$$\operatorname{vol}\Omega_M(E)=\sqrt{\det M}\,(2E)^{d/2}\,V_d .$$

```lean
/-- For a positive definite mass tensor and `E ≥ 0`, the wave vectors with energy at most `E`
fill the volume `√(det M) (2E)^(d/2)` times the volume of the unit ball. -/
theorem volume_filledRegion {M : Matrix (Fin d) (Fin d) ℝ} (hM : M.PosDef)
    {E : ℝ} (hE : 0 ≤ E) :
    volume (filledRegion M E) =
      ENNReal.ofReal (√M.det * (2 * E) ^ ((d : ℝ) / 2) * unitBallVolume d) := by
  obtain ⟨W, hW⟩ := exists_isotropic_coordinates hM.inv
  have hdet : W.det ^ 2 * M.det = 1 := by
    have h1 := congrArg Matrix.det hW
    rw [det_mul, det_transpose] at h1
    rw [sq, h1, ← det_mul, nonsing_inv_mul _ (isUnit_iff_ne_zero.mpr hM.det_pos.ne'), det_one]
  have hW0 : W.det ≠ 0 := by
    intro h
    rw [h] at hdet
    norm_num at hdet
  -- the Jacobian of the change of coordinates
  have habs : |W.det⁻¹| = √M.det := by
    rw [← Real.sqrt_sq_eq_abs, inv_pow, ← eq_inv_of_mul_eq_one_right hdet]
  -- in the coordinates `q = W k` the ellipsoid is a ball
  have hreg : filledRegion M E = Matrix.toLin' W ⁻¹' {q | q ⬝ᵥ q ≤ 2 * E} := by
    ext k
    have hk : (W *ᵥ k) ⬝ᵥ (W *ᵥ k) = k ⬝ᵥ (M⁻¹ *ᵥ k) := by
      rw [← hW, ← Matrix.mulVec_mulVec, Matrix.dotProduct_mulVec k, Matrix.vecMul_transpose]
    simp only [filledRegion, bandEnergy, Set.mem_ofPred_eq, Set.mem_preimage,
      Matrix.toLin'_apply, hk]
    constructor <;> intro h <;> linarith
  rw [hreg, Measure.addHaar_preimage_linearMap _ (by rwa [LinearMap.det_toLin']),
    LinearMap.det_toLin', volume_isotropic (by positivity), habs,
    ← ENNReal.ofReal_mul (Real.sqrt_nonneg _), mul_assoc]
```

The Jacobian is `habs`, the change of coordinates is `hreg`, and `addHaar_preimage_linearMap` combines them. The equation is between measures, which could be infinite; since `ENNReal.ofReal` of a real number is finite, the theorem also says that the region has finite volume.

## The isotropic band with the same volume

An isotropic band of mass $m>0$ has mass tensor $m\mathbb 1$, with determinant $m^d$. For $E>0$ and $d\ge1$, equal volumes mean

$$\sqrt{\det M}\,(2E)^{d/2}V_d=\sqrt{m^d}\,(2E)^{d/2}V_d .$$

Cancelling the positive factors leaves $\det M=m^d$, which is equivalent to $m=(\det M)^{1/d}$.

```lean
/-- In dimension `d ≥ 1` and at any energy `E > 0`, an isotropic band of mass `m > 0` encloses
the same volume as the band with positive definite mass tensor `M` exactly when `m` is the
density-of-states mass `(det M)^(1/d)`. -/
theorem same_volume_iff_dosMass (hd : d ≠ 0) {M : Matrix (Fin d) (Fin d) ℝ} (hM : M.PosDef)
    {m E : ℝ} (hm : 0 < m) (hE : 0 < E) :
    volume (filledRegion M E) =
      volume (filledRegion (m • (1 : Matrix (Fin d) (Fin d) ℝ)) E) ↔ m = dosMass M := by
  have hI : (m • (1 : Matrix (Fin d) (Fin d) ℝ)).PosDef := Matrix.PosDef.one.smul hm
  have hV := unitBallVolume_pos d
  have hx : 0 < (2 * E) ^ ((d : ℝ) / 2) := by positivity
  rw [volume_filledRegion hM hE.le, volume_filledRegion hI hE.le,
    ENNReal.ofReal_eq_ofReal_iff (by positivity) (by positivity),
    mul_left_inj' hV.ne', mul_left_inj' hx.ne',
    Real.sqrt_inj hM.det_pos.le hI.det_pos.le, det_smul, det_one, Fintype.card_fin, mul_one,
    dosMass, one_div]
  constructor
  · intro h
    rw [h, Real.pow_rpow_inv_natCast hm.le hd]
  · intro h
    rw [h, Real.rpow_inv_natCast_pow hM.det_pos.le hd]
```

The rewriting steps cancel $V_d$, the power of $2E$ and the square root in turn; the two final branches take the $d$-th root and undo it. The matching mass is the same at every positive energy. At $E=0$ both volumes vanish and any $m$ would match, hence the condition $E>0$.

The same comparison treats a band with $g\ge1$ equivalent valleys, counted as separate ellipsoids with equal determinants. The total volume acquires a factor $g$, so $m^d=g^2\det M$, and the single isotropic valley holding as many states has mass $g^{2/d}(\det M)^{1/d}$. This variant is argued here by hand only.

## From the state count to the density of states

For energies $e\ge0$ the volume formula gives

$$N_M(e)=\frac{\sqrt{\det M}\,V_d}{(2\pi)^d}(2e)^{d/2}.$$

Differentiating at $E>0$ brings down $d/2$ from the power and $2$ from the chain rule:

$$N_M'(E)=\frac{d\,\sqrt{\det M}\,V_d}{(2\pi)^d}\,(2E)^{d/2-1}.$$

```lean
/-- For a positive definite mass tensor and `E > 0`, the density of states, the energy
derivative of the state count, is `d √(det M) V (2E)^(d/2 - 1) / (2π)^d`, with `V` the volume
of the unit ball. -/
theorem hasDerivAt_stateCount {M : Matrix (Fin d) (Fin d) ℝ} (hM : M.PosDef)
    {E : ℝ} (hE : 0 < E) :
    HasDerivAt (stateCount M)
      (d * √M.det * unitBallVolume d / (2 * Real.pi) ^ d * (2 * E) ^ ((d : ℝ) / 2 - 1)) E := by
  have h1 : HasDerivAt (fun e : ℝ => 2 * e) 2 E := by
    simpa using (hasDerivAt_id E).const_mul 2
  have h2 := h1.rpow_const (p := (d : ℝ) / 2) (Or.inl (by positivity))
  have h3 := h2.const_mul (√M.det * unitBallVolume d / (2 * Real.pi) ^ d)
  refine (h3.congr_of_eventuallyEq ?_).congr_deriv (by ring)
  -- near `E` all energies are positive, so the volume formula applies
  filter_upwards [lt_mem_nhds hE] with e he
  have hV := unitBallVolume_pos d
  rw [stateCount, measureReal_def, volume_filledRegion hM he.le,
    ENNReal.toReal_ofReal (by positivity)]
  ring
```

`HasDerivAt` says that $N_M$ is differentiable at $E$ with this derivative. The power rule is applied to the explicit formula, and the `filter_upwards` step shows that $N_M$ agrees with that formula at all energies near $E$.

In three dimensions, $V_3=\pi^{3/2}/\Gamma(5/2)$. Two uses of $\Gamma(x+1)=x\Gamma(x)$ give $\Gamma(5/2)=\tfrac32\cdot\tfrac12\sqrt\pi=\tfrac34\sqrt\pi$, and so $V_3=4\pi/3$.

```lean
/-- The unit ball in three dimensions has volume `4π/3`. -/
theorem unitBallVolume_three : unitBallVolume 3 = 4 * Real.pi / 3 := by
  have hG : Real.Gamma (3 / 2 + 1) = 3 / 4 * √Real.pi := by
    rw [Real.Gamma_add_one (by norm_num), show (3 / 2 : ℝ) = 1 / 2 + 1 by norm_num,
      Real.Gamma_add_one (by norm_num), Real.Gamma_one_half_eq]
    ring
  have hs : √Real.pi ^ 2 = Real.pi := Real.sq_sqrt Real.pi_pos.le
  rw [unitBallVolume, measureReal_def, EuclideanSpace.volume_closedBall]
  simp only [Fintype.card_fin, Nat.cast_ofNat, ENNReal.ofReal_one, one_pow, one_mul]
  rw [hG, ENNReal.toReal_ofReal (by positivity), div_eq_iff (by positivity)]
  linear_combination √Real.pi * hs
```

Put $d=3$ in the derivative and use $m_{\rm dos}^{3/2}=\sqrt{\det M}$:

$$N_M'(E)=\frac{3\sqrt{\det M}}{8\pi^3}\cdot\frac{4\pi}{3}\,\sqrt{2E}
=\frac{m_{\rm dos}^{3/2}\sqrt{2E}}{2\pi^2}.$$

```lean
/-- In three dimensions, for a positive definite mass tensor and `E > 0`, the density of states
per spin is `m^(3/2) √(2E) / (2π²)`, with `m` the density-of-states mass. -/
theorem hasDerivAt_stateCount_three {M : Matrix (Fin 3) (Fin 3) ℝ} (hM : M.PosDef)
    {E : ℝ} (hE : 0 < E) :
    HasDerivAt (stateCount M)
      (dosMass M ^ (3 / 2 : ℝ) * √(2 * E) / (2 * Real.pi ^ 2)) E := by
  have hm : dosMass M ^ (3 / 2 : ℝ) = √M.det := by
    rw [dosMass, ← Real.rpow_mul hM.det_pos.le, Real.sqrt_eq_rpow]
    congr 1
    norm_num
  have he : (2 * E) ^ (((3 : ℕ) : ℝ) / 2 - 1) = √(2 * E) := by
    rw [Real.sqrt_eq_rpow]
    congr 1
    norm_num
  refine (hasDerivAt_stateCount hM hE).congr_deriv ?_
  rw [hm, he, unitBallVolume_three, div_mul_eq_mul_div,
    div_eq_div_iff (by positivity) (by positivity)]
  push_cast
  ring

end

end EllipsoidalBandDensityOfStates
```

Here `hm` identifies $m_{\rm dos}^{3/2}$ with $\sqrt{\det M}$ and `he` turns the power $3/2-1$ into a square root. Twofold spin degeneracy doubles the result. For non-interacting electrons in a single parabolic valley, it is this doubled density of states that enters the carrier concentration of a semiconductor, and the anisotropy of the band affects it only through $\det M$.

```lean
#print axioms EllipsoidalBandDensityOfStates.same_volume_iff_dosMass
-- 'EllipsoidalBandDensityOfStates.same_volume_iff_dosMass' depends on axioms: [propext, Classical.choice, Quot.sound]
#print axioms EllipsoidalBandDensityOfStates.hasDerivAt_stateCount
-- 'EllipsoidalBandDensityOfStates.hasDerivAt_stateCount' depends on axioms: [propext, Classical.choice, Quot.sound]
#print axioms EllipsoidalBandDensityOfStates.hasDerivAt_stateCount_three
-- 'EllipsoidalBandDensityOfStates.hasDerivAt_stateCount_three' depends on axioms: [propext, Classical.choice, Quot.sound]
```
